# Sharpness of the half-skin rule for Verlet neighbour lists in $\mathbb{R}^d$, $d \ge 1$

Q: Before I argue about neighbour lists, I want the terms fixed. What are the atoms, the distances and the list?

A: Atoms are labels $i$ from a finite set, and a configuration $x$ gives each label a position $x_i \in \mathbb{R}^d$ with the ordinary Euclidean distance. The interaction cutoff is $r_c$ and the skin is $s$. The Verlet list of radius $r$ for the configuration $x$ is the set of ordered pairs $(i,j)$ with $i \neq j$ and $|x_i - x_j| \le r$. A simulation builds it with $r = r_c + s$ and keeps using it while the atoms move. Throughout, $x$ is the configuration at the time of building and $y$ is the present one. I call the old list complete if it contains every pair that is now within $r_c$.

```lean
import Mathlib

open Finset

namespace VerletNeighbourList

noncomputable section

/-- Euclidean space of dimension `d`, in which the atoms move. -/
abbrev Space (d : ℕ) := EuclideanSpace ℝ (Fin d)
```

In Lean the labels form a type `ι`, a configuration is a function `ι → Space d`, and `verletList r x` filters the off-diagonal pairs by distance.

```lean
variable {ι : Type*} [Fintype ι] {d : ℕ}

/-- The neighbour list of radius `r`: all ordered pairs of distinct atoms whose distance
in the configuration `x` is at most `r`. -/
def verletList (r : ℝ) (x : ι → Space d) : Finset (ι × ι) :=
  (univ : Finset ι).offDiag.filter (fun p => dist (x p.1) (x p.2) ≤ r)
```

Q: Many codes store each pair once. You store $(i,j)$ and $(j,i)$.

A: Yes, this is a full list, not a half list. The energy compensates with a factor $1/2$. For a pair potential $\varphi$ and a set $P$ of ordered pairs,

$$E_P(y) = \frac{1}{2}\sum_{(i,j)\in P} \varphi(|y_i - y_j|).$$

The same $\varphi$ serves all pairs, so this describes a single species.

```lean
/-- The energy of a pair potential `φ` in the configuration `x`, summed over a set `P` of
ordered pairs, with the factor 1/2 for double counting. -/
def pairEnergy (φ : ℝ → ℝ) (P : Finset (ι × ι)) (x : ι → Space d) : ℝ :=
  (1 / 2) * ∑ p ∈ P, φ (dist (x p.1) (x p.2))
```

The next lemma restates the definition of the list as a membership test. A pair at exactly the list radius counts as a member.

```lean
/-- A pair is on the list exactly when its atoms are distinct and within the list radius. -/
theorem mem_verletList (r : ℝ) (x : ι → Space d) (p : ι × ι) :
    p ∈ verletList r x ↔ p.1 ≠ p.2 ∧ dist (x p.1) (x p.2) ≤ r := by
  simp [verletList]
```

Q: Now the rule itself. Why should a displacement of at most $s/2$ per atom be safe?

A: Take a pair $i \neq j$ with $|y_i - y_j| \le r_c$. Go from $x_i$ to $x_j$ by way of the new positions:

$$|x_i - x_j| \le |x_i - y_i| + |y_i - y_j| + |y_j - x_j|.$$

The middle term is at most $r_c$. If each atom has moved at most $s/2$, the outer terms add up to at most $s$. Hence $|x_i - x_j| \le r_c + s$, and the pair was listed.

Only the sum of the two displacements entered. The Lean theorem therefore assumes the weaker condition

$$|x_i - y_i| + |x_j - y_j| \le s \quad \text{for all } i \neq j.$$

One atom may then move by the full skin $s$ while all the others stay at rest.

```lean
/-- If the displacements of any two distinct atoms add up to at most the skin `s`, every pair
now within `rc` is on the list built earlier with radius `rc + s`. -/
theorem list_complete_of_pair_displacements {rc s : ℝ} (x y : ι → Space d)
    (h : ∀ i j, i ≠ j → dist (x i) (y i) + dist (x j) (y j) ≤ s) :
    verletList rc y ⊆ verletList (rc + s) x := by
  intro p hp
  rw [mem_verletList] at hp ⊢
  refine ⟨hp.1, ?_⟩
  -- go from the old position of one atom to that of the other through the new positions
  have h4 := dist_triangle4 (x p.1) (y p.1) (y p.2) (x p.2)
  rw [dist_comm (y p.2) (x p.2)] at h4
  linarith [h p.1 p.2 hp.1, hp.2]
```

The proof follows the same path. `mem_verletList` turns both memberships into distance conditions, with $i$ and $j$ appearing as `p.1` and `p.2`. `dist_triangle4` is the triangle inequality through two intermediate points, `dist_comm` puts the last displacement in the order used by the hypothesis, and `linarith` adds the inequalities.

Q: That shows the rule is sufficient. Triangle inequalities are often wasteful. Perhaps a better argument would allow $0.6\,s$.

A: Not if all you know is a common bound on the displacements. The inequality becomes an equality when two atoms approach head-on. Choose a unit vector $e$, which requires $d \ge 1$, and a displacement $\delta \ge 0$. With atoms $0$ and $1$, set

$$x_0 = -\delta e,\quad x_1 = (r_c + \delta)e,\qquad y_0 = 0,\quad y_1 = r_c e.$$

Points on this line satisfy $|ae - be| = |a-b|$, so

$$|x_0 - y_0| = \delta,\quad |x_1 - y_1| = \delta,\quad |x_0 - x_1| = r_c + 2\delta,\quad |y_0 - y_1| = r_c.$$

If $\delta > s/2$, the old distance $r_c + 2\delta$ exceeds $r_c + s$. The pair is absent from the list although it is now within the cutoff.

```lean
/-- Two atoms can each move by exactly `δ` so that their distance falls from `rc + 2δ`
to `rc`. -/
theorem head_on_approach (hd : 0 < d) {rc δ : ℝ} (hrc : 0 ≤ rc) (hδ : 0 ≤ δ) :
    ∃ x y : Fin 2 → Space d, (∀ i, dist (x i) (y i) = δ) ∧
      dist (x 0) (x 1) = rc + 2 * δ ∧ dist (y 0) (y 1) = rc := by
  obtain ⟨e, he⟩ : ∃ e : Space d, ‖e‖ = 1 :=
    ⟨EuclideanSpace.single ⟨0, hd⟩ 1, by simp⟩
  -- distances along the line spanned by the unit vector `e`
  have key : ∀ a b : ℝ, dist (a • e) (b • e) = |a - b| := by
    intro a b
    rw [dist_eq_norm, ← sub_smul, norm_smul, he, mul_one, Real.norm_eq_abs]
  refine ⟨![(-δ) • e, (rc + δ) • e], ![(0 : ℝ) • e, rc • e], ?_, ?_, ?_⟩
  · intro i
    fin_cases i
    · show dist ((-δ) • e) ((0 : ℝ) • e) = δ
      rw [key, sub_zero, abs_neg, abs_of_nonneg hδ]
    · show dist ((rc + δ) • e) (rc • e) = δ
      rw [key, show rc + δ - rc = δ by ring, abs_of_nonneg hδ]
  · show dist ((-δ) • e) ((rc + δ) • e) = rc + 2 * δ
    rw [key, show -δ - (rc + δ) = -(rc + 2 * δ) by ring, abs_neg,
      abs_of_nonneg (by linarith)]
  · show dist ((0 : ℝ) • e) (rc • e) = rc
    rw [key, zero_sub, abs_neg, abs_of_nonneg hrc]
```

Here `EuclideanSpace.single ⟨0, hd⟩ 1` is the first coordinate vector, which serves as $e$. The step `key` proves $|ae - be| = |a - b|$, and the remaining cases evaluate the four distances above. The lemma says nothing about the skin, which enters only when $\delta$ is compared with $s/2$.

Q: You placed those atoms by fiat. Would real dynamics ever do this?

A: The lemma is purely geometric and contains no equation of motion. The motion is nevertheless physically possible. Two isolated atoms whose interaction vanishes beyond $r_c$ feel no force until their distance reaches $r_c$. Start them at distance $r_c + 2\delta$, moving straight towards each other at equal speeds, and they carry out this motion.

Q: Then state precisely what "sharp" means. I have seen atoms move much farther than $s/2$ without any harm to the list.

A: So they can. If the whole system is translated rigidly, no distance changes, however large the displacement. Sharpness is a statement about a guarantee, not about each individual motion. For $r_c > 0$, $s > 0$ and $d \ge 1$, the theorem says that these two conditions are equivalent:

- for every number of atoms $N$ and all configurations $x, y$ with $|x_i - y_i| \le \delta$ for every $i$, the list of radius $r_c + s$ built at $x$ contains all pairs within $r_c$ at $y$;
- $\delta \le s/2$.

```lean
/-- The skin criterion is sharp: the list of radius `rc + s` contains all pairs within `rc`
after every motion with displacements at most `δ`, for any number of atoms, if and only if
`δ ≤ s / 2`. -/
theorem skin_criterion_iff (hd : 0 < d) {rc s δ : ℝ} (hrc : 0 < rc) (hs : 0 < s) :
    (∀ (N : ℕ) (x y : Fin N → Space d), (∀ i, dist (x i) (y i) ≤ δ) →
      verletList rc y ⊆ verletList (rc + s) x) ↔ δ ≤ s / 2 := by
  constructor
  · intro h
    by_contra hlt
    have hlt' : s / 2 < δ := not_le.mp hlt
    -- the head-on approach brings in a pair that is missing from the list
    obtain ⟨x, y, hxy, hx, hy⟩ :=
      head_on_approach hd hrc.le (show 0 ≤ δ by linarith)
    have hmem : ((0 : Fin 2), (1 : Fin 2)) ∈ verletList rc y :=
      (mem_verletList rc y _).mpr ⟨by simp, hy.le⟩
    have hold : dist (x 0) (x 1) ≤ rc + s :=
      ((mem_verletList (rc + s) x _).mp (h 2 x y (fun i => (hxy i).le) hmem)).2
    linarith
  · intro hδ N x y hxy
    apply list_complete_of_pair_displacements
    intro i j _
    linarith [hxy i, hxy j]
```

For the direction from the guarantee to the bound, the proof supposes $\delta > s/2$ and takes the two atoms from `head_on_approach`. Their pair is on the list of radius $r_c$ at $y$; this is `hmem`. The assumed guarantee then puts it on the old list, so `hold` gives $|x_0 - x_1| \le r_c + s$. Since that distance is $r_c + 2\delta$, we would have $\delta \le s/2$, a contradiction. The other direction adds two bounds of $s/2$ and applies the completeness theorem.

Q: The quantifier over $N$ is inside the equivalence. I run ten thousand atoms. Does a failure for some $N$ concern me?

A: The safe direction covers your ten thousand atoms, since it holds for every $N$. With fewer than two atoms there are no pairs and nothing to miss. The failure is exhibited with two atoms, and it carries over to any larger system: add the other atoms anywhere and keep them at rest. The first two still form a pair within the cutoff that the list lacks.

Q: And why insist on $d \ge 1$? Nobody simulates in zero dimensions.

A: The equivalence would be false there. Zero-dimensional space is a single point, so all distances vanish and the list is complete for every $\delta$. In Lean the condition is the hypothesis `0 < d`.

Q: What I compute is an energy. Does a complete list give me the right one?

A: For a truncated pair potential it does. Assume $\varphi(r) = 0$ for every $r > r_c$, which is the physical content of a cutoff: atoms farther apart than $r_c$ do not interact. Split the sum over all ordered pairs into listed and unlisted ones:

$$\frac{1}{2}\sum_{i\neq j}\varphi(|y_i - y_j|) = \frac{1}{2}\sum_{(i,j)\ \text{listed}}\varphi(|y_i - y_j|) + \frac{1}{2}\sum_{(i,j)\ \text{not listed}}\varphi(|y_i - y_j|).$$

If the list is complete, every unlisted pair has $|y_i - y_j| > r_c$, so the last sum is zero. Listed pairs that are now beyond the cutoff also contribute zero and do no damage.

```lean
/-- For a pair potential that vanishes beyond `rc`, the energy summed over the old list equals
the energy summed over all pairs, as long as the displacements of any two distinct atoms add
up to at most the skin. -/
theorem list_energy_eq_full_energy {rc s : ℝ} (φ : ℝ → ℝ) (hφ : ∀ r, rc < r → φ r = 0)
    (x y : ι → Space d)
    (h : ∀ i j, i ≠ j → dist (x i) (y i) + dist (x j) (y j) ≤ s) :
    pairEnergy φ (verletList (rc + s) x) y = pairEnergy φ (univ : Finset ι).offDiag y := by
  unfold pairEnergy
  congr 1
  apply Finset.sum_subset
  · exact Finset.filter_subset _ _
  · intro p hp hnot
    -- a pair missing from the list is now farther apart than the cutoff
    apply hφ
    by_contra hle
    apply hnot
    apply list_complete_of_pair_displacements x y h
    exact (mem_verletList rc y p).mpr ⟨(Finset.mem_offDiag.mp hp).2.2, not_lt.mp hle⟩
```

The hypothesis `h` is the pair-sum condition from before. `Finset.sum_subset` says that a sum over a subset equals the sum over the larger set if the omitted terms vanish. The rest shows that they do: an omitted pair within $r_c$ would be on the list by completeness, which is a contradiction.

Q: You haven't asked for $\varphi$ to be continuous at the cutoff.

A: The equality of the two sums does not need it. The value $\varphi(r_c)$ may even be nonzero, because pairs at exactly $r_c$ are covered by completeness. Smoothness matters for forces and energy conservation, and the theorem addresses neither. It compares two sums for one configuration.

Q: My potential is machine-learned and depends on whole atomic environments, not on pairs.

A: Then the energy theorem does not apply, but the completeness theorem does, since it involves no potential. If the model has a cutoff $r_c$ and reads each environment from the atoms within it, a complete list supplies all of those atoms, and a test of the present distances removes the surplus ones.

Q: Last doubt. In a run I think in time steps, not in displacements since the last rebuild.

A: Let $q_k$ be the configuration at step $k$, with the list built at step $0$, and suppose that no atom moves more than $u$ in one step. Then $|q_{0,i} - q_{m,i}| \le m u$ by induction on $m$. At $m = 0$ both sides are zero, and

$$|q_{0,i} - q_{m+1,i}| \le |q_{0,i} - q_{m,i}| + |q_{m,i} - q_{m+1,i}| \le mu + u = (m+1)u.$$

At step $n$ any two displacements add up to at most $2nu$, so the list is complete if $2nu \le s$.

```lean
/-- If no atom moves more than `u` in one time step, the list built at step 0 contains all
pairs within `rc` at step `n`, provided `2 n u ≤ s`. -/
theorem list_complete_after_steps {rc s u : ℝ} (q : ℕ → ι → Space d)
    (hq : ∀ k i, dist (q k i) (q (k + 1) i) ≤ u) (n : ℕ) (hn : 2 * (n * u) ≤ s) :
    verletList rc (q n) ⊆ verletList (rc + s) (q 0) := by
  -- displacements accumulate at most linearly in the number of steps
  have hacc : ∀ (m : ℕ) (i : ι), dist (q 0 i) (q m i) ≤ m * u := by
    intro m i
    induction m with
    | zero => simp
    | succ m ih =>
      have ht := dist_triangle (q 0 i) (q m i) (q (m + 1) i)
      push_cast
      linarith [hq m i]
  apply list_complete_of_pair_displacements
  intro i j _
  linarith [hacc n i, hacc n j]

end

end VerletNeighbourList
```

```lean
#print axioms VerletNeighbourList.skin_criterion_iff
-- 'VerletNeighbourList.skin_criterion_iff' depends on axioms: [propext, Classical.choice, Quot.sound]
#print axioms VerletNeighbourList.list_energy_eq_full_energy
-- 'VerletNeighbourList.list_energy_eq_full_energy' depends on axioms: [propext, Classical.choice, Quot.sound]
#print axioms VerletNeighbourList.list_complete_after_steps
-- 'VerletNeighbourList.list_complete_after_steps' depends on axioms: [propext, Classical.choice, Quot.sound]
```

In the code `hacc` is this induction, with `dist_triangle` supplying the displayed inequality. The last lines of the proof of `list_complete_after_steps` call the completeness theorem and insert $m = n$ for two atoms.

Q: Where does $u$ come from? A thermal velocity distribution has no top speed.

A: It is assumed, not derived. Physically it stands for a maximum speed multiplied by the time step, and a Maxwell distribution provides no such maximum. For a rebuild interval fixed in advance, the theorem therefore gives a guarantee only if the assumed $u$ really bounds every step; if it does not, the list may still be complete, but the theorem no longer ensures it. Measuring the actual displacements since the last build avoids that assumption: if they satisfy the criterion at the present positions, the list is complete at those positions. If they do not, rebuild before evaluating the energy.

Q: And my periodic box?

A: The theorems are about open Euclidean space, so periodic images and changes of the cell shape are not included. Nor is rounding error, since the distances are exact real numbers. Within those limits, the result gives a molecular dynamics code a safe condition for keeping its list, and shows that no larger uniform displacement bound would be safe for all motions.
